# Twist Stiffness of a Spin-Polarized Ring of Non-Interacting Electrons

Electrons with all spins parallel move on a ring of $N$ sites. Suppose that each hop also turns the electron's spin about the polarization axis, by a total angle $\varphi$ in one circuit of the ring. Each electron then collects a phase of magnitude $x=\varphi/2$ in one circuit; a magnetic flux through the ring has the same effect. How strongly does the energy resist such a twist? Since the rotation is about the polarization axis, the moments themselves stay parallel. A spiral whose moments turn from site to site is a different problem.

Let $t$ be the hopping amplitude, the energy scale for transfer between neighbouring sites, and let the orbitals with mode numbers $j=-m,\dots,m$ each hold one electron. For $N\ge 2$ and $2m+1\le N$ the energy and its curvature at zero twist are

$$E(x)=-2t\sum_{j=-m}^{m}\cos\frac{2\pi j+x}{N},\qquad E''(0)=\frac{2t}{N^2}\,\frac{\sin\big((2m+1)\pi/N\big)}{\sin(\pi/N)}.$$

For $t>0$ this stiffness is positive for a partly filled band and zero for a full one. In finite-cluster calculations, the response of the energy to a twisted boundary condition helps to tell conductors from insulators; the formula supplies a reference value for non-interacting electrons in a single band.

## Energy and curvature by hand

Spread the twist evenly, with a phase $x/N$ on each bond. The amplitude $\psi(k)$ at site $k$ is then acted on by

$$(H_x\psi)(k)=-t\left[e^{ix/N}\psi(k+1)+e^{-ix/N}\psi(k-1)\right].$$

Here $k$ labels a site and not a wave number. Insert the plane wave $\psi_j(k)=e^{2\pi ijk/N}$, which is unchanged under $k\to k+N$. A step to the right multiplies it by $e^{2\pi ij/N}$ and a step to the left by the inverse, so

$$H_x\psi_j=-t\left[e^{i(2\pi j+x)/N}+e^{-i(2\pi j+x)/N}\right]\psi_j=-2t\cos\frac{2\pi j+x}{N}\,\psi_j .$$

The Pauli principle requires the occupied orbitals to be linearly independent. The plane waves are eigenfunctions of the shift by one site, with eigenvalues $e^{2\pi ij/N}$, and eigenfunctions with different eigenvalues are linearly independent. Two plane waves with the same eigenvalue are equal, so it is enough to show that the occupied waves are different functions. If $\psi_j=\psi_l$, comparison at site 1 gives $j-l=nN$ with an integer $n$. Within the occupied range $|j-l|\le 2m<N$, hence $n=0$ and $j=l$.

To sum the energies, set $a=\pi/N$ and $b=x/N$. The claim is

$$\sin a\sum_{j=-m}^{m}\cos(2aj+b)=\sin\big((2m+1)a\big)\cos b .$$

For $m=0$ both sides are $\sin a\cos b$. Going from $m$ to $m+1$ adds the modes $\pm(m+1)$. With $c=2a(m+1)$ their contribution to the left side is

$$\sin a\,[\cos(c+b)+\cos(b-c)]=2\sin a\cos c\cos b=[\sin(c+a)-\sin(c-a)]\cos b .$$

Since $c-a=(2m+1)a$ and $c+a=(2m+3)a$, the old right side cancels and the new one remains.

For $N\ge2$ we have $\sin(\pi/N)>0$, so we may divide. With $S=\sin((2m+1)\pi/N)/\sin(\pi/N)$,

$$E(x)=-2tS\cos\frac xN,\qquad E'(x)=\frac{2t}{N}S\sin\frac xN,\qquad E''(0)=\frac{2t}{N^2}S .$$

If $2m+1<N$, the angle $(2m+1)\pi/N$ lies strictly between $0$ and $\pi$, and $S>0$. If $2m+1=N$, the angle is $\pi$ and $E$ vanishes at every $x$. This full band occurs only for odd $N$, because the symmetric set of modes has an odd number of members.

The smallest ring has $N=2$ and $m=0$. Then $E(x)=-2t\cos(x/2)$ and $E''(0)=t/2$. Both neighbours of a site are the same other site, reached by two bonds, which is why the energy at zero twist is $-2t$ and not $-t$. The smallest full band has $N=3$ and $m=1$, where three cosines spaced by $2\pi/3$ add to zero.

## The ring and its orbitals in Lean

```lean
import Mathlib

open scoped Real

namespace PolarizedRingTwist

noncomputable section
```

Amplitudes are functions `ℤ → ℂ`, that is, functions on an unrolled ring; those that belong to the ring repeat after $N$ sites. The operator `twistedHop` is $H_x$, with real `t` and `x`.

```lean
/-- Hopping with amplitude `t` on a ring of `N ≥ 1` sites, where a total twist `x` is
spread evenly over the bonds as a phase `x / N` per bond. -/
def twistedHop (t : ℝ) (N : ℕ) (x : ℝ) (ψ : ℤ → ℂ) (k : ℤ) : ℂ :=
  -(t : ℂ) * (Complex.exp (((x / N : ℝ) : ℂ) * Complex.I) * ψ (k + 1)
    + Complex.exp (-((x / N : ℝ) : ℂ) * Complex.I) * ψ (k - 1))
```

The waves have modulus 1 at every site. Normalised orbitals on the ring carry a further factor $1/\sqrt N$, which leaves the eigenvalues unchanged.

```lean
/-- The plane wave with mode number `j` on a ring of `N ≥ 1` sites, evaluated at site `k`. -/
def planeWave (N : ℕ) (j k : ℤ) : ℂ :=
  Complex.exp (((2 * π * j * k / N : ℝ) : ℂ) * Complex.I)

/-- The energy of mode `j` on a ring of `N ≥ 1` sites with total twist `x`. -/
def modeEnergy (t : ℝ) (N : ℕ) (x : ℝ) (j : ℤ) : ℝ :=
  -2 * t * Real.cos ((2 * π * j + x) / N)
```

The total energy is defined as a sum over the integer interval `Finset.Icc (-(m : ℤ)) (m : ℤ)`, endpoints included. Spin enters only through single occupation. That this sum is the energy of a many-electron state is the step taken from physics: it holds for a Slater determinant of non-interacting electrons, which exists for these modes when $2m+1\le N$. The occupied modes stay fixed as $x$ varies.

```lean
/-- The sum of the mode energies over `j = -m, …, m` on a ring of `N ≥ 1` sites, as a function of
the twist `x`. For `2m + 1 ≤ N` it is the total energy of a polarized ring with these modes singly
occupied. -/
def bandEnergy (t : ℝ) (N m : ℕ) (x : ℝ) : ℝ :=
  ∑ j ∈ Finset.Icc (-(m : ℤ)) (m : ℤ), modeEnergy t N x j
```

The first theorem states the periodicity. Two complex exponentials agree when their exponents differ by an integer multiple of $2\pi i$, and for one circuit of the ring that integer is $j$.

```lean
/-- Plane waves close on themselves after one turn around the ring. -/
theorem planeWave_periodic (N : ℕ) (j k : ℤ) :
    planeWave N j (k + N) = planeWave N j k := by
  rcases eq_or_ne N 0 with h0 | h0
  · subst h0
    simp
  · have hN : (N : ℂ) ≠ 0 := Nat.cast_ne_zero.mpr h0
    have hc : (N : ℂ) / N = 1 := div_self hN
    unfold planeWave
    refine Complex.exp_eq_exp_iff_exists_int.mpr ⟨j, ?_⟩
    push_cast
    linear_combination (2 * (π : ℂ) * j * Complex.I) * hc
```

The eigenvalue equation is stated site by site. In its proof, `h1` and `h2` are the hops to the right and to the left, and `hE` writes the cosine as half the sum of two exponentials.

```lean
/-- Each plane wave is an eigenfunction of the twisted hopping operator, with eigenvalue
`-2t cos((2πj + x)/N)`. -/
theorem twistedHop_planeWave (t : ℝ) (N : ℕ) (x : ℝ) (j k : ℤ) :
    twistedHop t N x (planeWave N j) k = (modeEnergy t N x j : ℂ) * planeWave N j k := by
  -- a hop to either side multiplies the wave by a pure phase
  have h1 : Complex.exp (((x / N : ℝ) : ℂ) * Complex.I) * planeWave N j (k + 1)
      = Complex.exp ((((2 * π * j + x) / N : ℝ) : ℂ) * Complex.I) * planeWave N j k := by
    unfold planeWave
    rw [← Complex.exp_add, ← Complex.exp_add]
    congr 1
    push_cast
    ring
  have h2 : Complex.exp (-((x / N : ℝ) : ℂ) * Complex.I) * planeWave N j (k - 1)
      = Complex.exp (-(((2 * π * j + x) / N : ℝ) : ℂ) * Complex.I) * planeWave N j k := by
    unfold planeWave
    rw [← Complex.exp_add, ← Complex.exp_add]
    congr 1
    push_cast
    ring
  -- the two phases add up to a cosine
  have hE : (modeEnergy t N x j : ℂ)
      = -(t : ℂ) * (Complex.exp ((((2 * π * j + x) / N : ℝ) : ℂ) * Complex.I)
        + Complex.exp (-(((2 * π * j + x) / N : ℝ) : ℂ) * Complex.I)) := by
    unfold modeEnergy
    rw [Complex.ofReal_mul, Complex.ofReal_cos, Complex.cos]
    push_cast
    ring
  unfold twistedHop
  rw [h1, h2, hE]
  ring
```

Distinctness is expressed by `Set.InjOn`: on the range $-m,\dots,m$, equal waves have equal mode numbers. The proof evaluates both waves at site 1 and obtains $j=l+nN$ as `h4`. It then excludes $n<0$ and $n>0$, since either would put $j$ and $l$ at least $N$ apart.

```lean
/-- If `2m + 1 ≤ N`, the plane waves with mode numbers `-m, …, m` are pairwise different functions.
-/
theorem planeWave_injOn (N m : ℕ) (hm : 2 * m + 1 ≤ N) :
    Set.InjOn (planeWave N) (Set.Icc (-(m : ℤ)) (m : ℤ)) := by
  intro j hj l hl h
  obtain ⟨hj1, hj2⟩ := hj
  obtain ⟨hl1, hl2⟩ := hl
  have hmZ : 2 * (m : ℤ) + 1 ≤ N := by exact_mod_cast hm
  have hN : (N : ℂ) ≠ 0 := Nat.cast_ne_zero.mpr (by omega)
  have hc : (N : ℂ) / N = 1 := div_self hN
  -- compare the two waves at site 1
  have h1 := congrFun h 1
  unfold planeWave at h1
  obtain ⟨n, hn⟩ := Complex.exp_eq_exp_iff_exists_int.mp h1
  push_cast at hn
  have h2 : (2 * (π : ℂ) * Complex.I) * (j : ℂ)
      = (2 * (π : ℂ) * Complex.I) * ((l : ℂ) + n * N) := by
    linear_combination (N : ℂ) * hn - 2 * (π : ℂ) * Complex.I * ((j : ℂ) - l) * hc
  have h3 := mul_left_cancel₀ Complex.two_pi_I_ne_zero h2
  have h4 : j = l + n * (N : ℤ) := by exact_mod_cast h3
  -- mode numbers differ by less than N, so the winding n vanishes
  have hn0 : n = 0 := by
    rcases lt_trichotomy n 0 with hlt | heq | hgt
    · exfalso
      have := mul_nonneg (show (0 : ℤ) ≤ -1 - n by omega) (show (0 : ℤ) ≤ N by omega)
      nlinarith
    · exact heq
    · exfalso
      have := mul_nonneg (show (0 : ℤ) ≤ n - 1 by omega) (show (0 : ℤ) ≤ N by omega)
      nlinarith
  rw [h4, hn0]
  ring
```

## The cosine sum and the closed energy

The identity is proved in its product form, which needs no condition on $\sin a$. In the induction step, `h` splits off the two new modes, `e1` to `e4` express the angles through $c=2a(m+1)$, and the addition theorems leave an algebraic identity for `ring`.

```lean
/-- The sum of cosines over equally spaced phases `2aj + b` with `j = -m, …, m`,
multiplied by `sin a`, equals `sin((2m+1)a) cos b`. -/
theorem sin_mul_sum_cos (a b : ℝ) (m : ℕ) :
    Real.sin a * ∑ j ∈ Finset.Icc (-(m : ℤ)) (m : ℤ), Real.cos (2 * a * j + b)
      = Real.sin ((2 * m + 1) * a) * Real.cos b := by
  induction m with
  | zero => simp
  | succ m ih =>
    -- the next shell adds the modes m+1 and -(m+1)
    have h : Finset.Icc (-((m + 1 : ℕ) : ℤ)) ((m + 1 : ℕ) : ℤ)
        = insert ((m : ℤ) + 1) (insert (-((m : ℤ) + 1)) (Finset.Icc (-(m : ℤ)) m)) := by
      ext j
      simp only [Finset.mem_insert, Finset.mem_Icc]
      omega
    have e1 : 2 * a * (((m : ℤ) + 1 : ℤ) : ℝ) + b = 2 * a * (m + 1) + b := by
      push_cast
      ring
    have e2 : 2 * a * ((-((m : ℤ) + 1) : ℤ) : ℝ) + b = b - 2 * a * (m + 1) := by
      push_cast
      ring
    have e3 : (2 * ((m + 1 : ℕ) : ℝ) + 1) * a = 2 * a * (m + 1) + a := by
      push_cast
      ring
    have e4 : (2 * (m : ℝ) + 1) * a = 2 * a * (m + 1) - a := by ring
    rw [h, Finset.sum_insert (by simp only [Finset.mem_insert, Finset.mem_Icc]; omega),
      Finset.sum_insert (by simp only [Finset.mem_Icc]; omega), mul_add, mul_add, ih,
      e1, e2, e3, e4, Real.cos_add, Real.cos_sub, Real.sin_add, Real.sin_sub]
    ring
```

Setting $a=\pi/N$ and $b=x/N$ gives the energy. The hypothesis `2 ≤ N` is used in `hs`, which shows that the denominator is positive.

```lean
/-- On a ring of at least two sites, the twist enters the summed energy `bandEnergy` only through
the factor `cos(x/N)`. -/
theorem bandEnergy_eq (t : ℝ) (N m : ℕ) (hN : 2 ≤ N) (x : ℝ) :
    bandEnergy t N m x
      = -2 * t * (Real.sin ((2 * m + 1) * π / N) / Real.sin (π / N)) * Real.cos (x / N) := by
  have hN1 : (1 : ℝ) < N := by exact_mod_cast (show 1 < N by omega)
  have hs : 0 < Real.sin (π / N) :=
    Real.sin_pos_of_pos_of_lt_pi (div_pos Real.pi_pos (by linarith))
      (div_lt_self Real.pi_pos hN1)
  have hsum : ∑ j ∈ Finset.Icc (-(m : ℤ)) (m : ℤ), Real.cos (2 * (π / N) * j + x / N)
      = Real.sin ((2 * m + 1) * (π / N)) * Real.cos (x / N) / Real.sin (π / N) := by
    rw [eq_div_iff hs.ne']
    linear_combination sin_mul_sum_cos (π / N) (x / N) m
  have hE : bandEnergy t N m x = -2 * t *
      ∑ j ∈ Finset.Icc (-(m : ℤ)) (m : ℤ), Real.cos (2 * (π / N) * j + x / N) := by
    unfold bandEnergy
    rw [Finset.mul_sum]
    refine Finset.sum_congr rfl fun j _ => ?_
    have harg : (2 * π * j + x) / N = 2 * (π / N) * j + x / N := by ring
    unfold modeEnergy
    rw [harg]
  rw [hE, hsum, mul_div_assoc (2 * (m : ℝ) + 1) π (N : ℝ)]
  ring
```

## Slope and stiffness

`HasDerivAt f f' x` says that `f` is differentiable at `x` with derivative `f'`. The slope is given at every twist, and the chain rule for $\cos(x/N)$ supplies it.

```lean
/-- The slope of the summed energy `bandEnergy` at any twist `x`, on a ring of at least two sites.
-/
theorem hasDerivAt_bandEnergy (t : ℝ) (N m : ℕ) (hN : 2 ≤ N) (x : ℝ) :
    HasDerivAt (bandEnergy t N m)
      (2 * t / N * (Real.sin ((2 * m + 1) * π / N) / Real.sin (π / N)) * Real.sin (x / N))
      x := by
  rw [funext (bandEnergy_eq t N m hN)]
  have h := ((hasDerivAt_id' x).div_const (N : ℝ)).cos.const_mul
    (-2 * t * (Real.sin ((2 * m + 1) * π / N) / Real.sin (π / N)))
  exact h.congr_deriv (by ring)
```

The second derivative is stated as the derivative of `deriv (bandEnergy t N m)` at 0. The condition $2m+1\le N$ is absent here, because the formula holds for the sum whatever $m$ is; the condition is what lets us read the sum as an energy of distinct occupied orbitals.

```lean
/-- The twist stiffness: on a ring of at least two sites, the second derivative of the summed energy
`bandEnergy` at zero twist is `(2t/N²) sin((2m+1)π/N) / sin(π/N)`. -/
theorem twist_stiffness (t : ℝ) (N m : ℕ) (hN : 2 ≤ N) :
    HasDerivAt (deriv (bandEnergy t N m))
      (2 * t / N ^ 2 * (Real.sin ((2 * m + 1) * π / N) / Real.sin (π / N))) 0 := by
  rw [funext fun x => (hasDerivAt_bandEnergy t N m hN x).deriv]
  have h := ((hasDerivAt_id' (0 : ℝ)).div_const (N : ℝ)).sin.const_mul
    (2 * t / N * (Real.sin ((2 * m + 1) * π / N) / Real.sin (π / N)))
  refine h.congr_deriv ?_
  simp only [zero_div, Real.cos_zero]
  ring
```

The device that carries both differentiations is `funext`, which turns equality at every argument into equality of functions. In `HasDerivAt (bandEnergy t N m) …` the energy stands without an argument, so the formula for `bandEnergy t N m x` has nothing to match. `funext (bandEnergy_eq t N m hN)` supplies an equation between the functions themselves, and `rw` can use it. The same happens one order higher: `.deriv` converts each slope statement into a value of `deriv`, and `funext` collects these values into a formula for the whole slope function. This mirrors the calculation by hand, where $E'$ must be known around $x=0$, and not just at that point, before it can be differentiated again.

## Full and partly filled bands

The full band is the case `2 * m + 1 = N`. The numerator becomes $\sin\pi$, and the energy is zero at every twist, which is stronger than zero curvature at one point.

```lean
/-- When every mode of a ring of at least two sites is occupied, the total energy is zero
at every twist. -/
theorem bandEnergy_full (t : ℝ) (N m : ℕ) (hN : 2 ≤ N) (hfull : 2 * m + 1 = N) (x : ℝ) :
    bandEnergy t N m x = 0 := by
  have hN0 : (N : ℝ) ≠ 0 := Nat.cast_ne_zero.mpr (by omega)
  have e : 2 * (m : ℝ) + 1 = N := by exact_mod_cast hfull
  rw [bandEnergy_eq t N m hN, e, mul_div_cancel_left₀ _ hN0, Real.sin_pi]
  ring
```

The last theorem joins the two cases for $t>0$. From left to right, a full band would make the energy the zero function, whose second derivative cannot be positive. From right to left, `h1` and `h2` show that both sines are positive, and the stiffness formula finishes the argument.

```lean
/-- For `t > 0`, `N ≥ 2` and `2m + 1 ≤ N`, the twist stiffness is positive exactly when
the band is not full. -/
theorem stiffness_pos_iff (t : ℝ) (N m : ℕ) (ht : 0 < t) (hN : 2 ≤ N)
    (hm : 2 * m + 1 ≤ N) :
    0 < deriv (deriv (bandEnergy t N m)) 0 ↔ 2 * m + 1 < N := by
  constructor
  · intro h
    refine lt_of_le_of_ne hm fun he => ?_
    -- a full band has a constant energy, hence no curvature
    rw [funext (bandEnergy_full t N m hN he)] at h
    simp at h
  · intro hlt
    have hN1 : (1 : ℝ) < N := by exact_mod_cast (show 1 < N by omega)
    have hN0 : (0 : ℝ) < N := by linarith
    have hltR : 2 * (m : ℝ) + 1 < N := by exact_mod_cast hlt
    have h1 : 0 < Real.sin ((2 * m + 1) * π / N) := by
      refine Real.sin_pos_of_pos_of_lt_pi (div_pos (by positivity) hN0) ?_
      rw [div_lt_iff₀ hN0]
      nlinarith [mul_lt_mul_of_pos_right hltR Real.pi_pos]
    have h2 : 0 < Real.sin (π / N) :=
      Real.sin_pos_of_pos_of_lt_pi (div_pos Real.pi_pos hN0) (div_lt_self Real.pi_pos hN1)
    rw [(twist_stiffness t N m hN).deriv]
    exact mul_pos (div_pos (by linarith) (pow_pos hN0 2)) (div_pos h1 h2)

end

end PolarizedRingTwist
```

```lean
#print axioms PolarizedRingTwist.twistedHop_planeWave
-- 'PolarizedRingTwist.twistedHop_planeWave' depends on axioms: [propext, Classical.choice, Quot.sound]
#print axioms PolarizedRingTwist.planeWave_injOn
-- 'PolarizedRingTwist.planeWave_injOn' depends on axioms: [propext, Classical.choice, Quot.sound]
#print axioms PolarizedRingTwist.twist_stiffness
-- 'PolarizedRingTwist.twist_stiffness' depends on axioms: [propext, Classical.choice, Quot.sound]
#print axioms PolarizedRingTwist.stiffness_pos_iff
-- 'PolarizedRingTwist.stiffness_pos_iff' depends on axioms: [propext, Classical.choice, Quot.sound]
```
